# The central binomial series sums to 1/√(1 − 4y) for 0 ≤ y < 1/4

The declaration `hasSum_centralBinom` states that for real y with 0 ≤ y < 1/4 the series of C(2k,k) y^k over all k ≥ 0 converges to 1/√(1 − 4y). In physics, C(2k,k) counts the closed walks of 2k nearest-neighbour steps from a site of an infinite chain, so the series is the generating function of those walks; the statement itself has no Hamiltonian in it, only the series. The attempt proves convergence by comparison with the geometric series in 4y. It then shows that the square of the sum is 1/(1 − 4y), by the Cauchy product and the convolution identity for central binomials, and takes the non-negative root.

Lean 4 with Mathlib refuses this proof:

```lean
import Mathlib

open Finset

namespace HasSumCentralBinom

noncomputable section

/-- The convolution of the central binomial coefficients with themselves is `4^n`. -/
theorem centralBinom_convolution (n : ℕ) :
    ∑ p ∈ antidiagonal n, (Nat.centralBinom p.1 : ℝ) * Nat.centralBinom p.2 = 4 ^ n := by
  -- exchanging the two indices shows that the mean of the first index is m / 2
  have sym : ∀ m : ℕ,
      2 * ∑ p ∈ antidiagonal m,
        (p.1 : ℝ) * ((Nat.centralBinom p.1 : ℝ) * Nat.centralBinom p.2)
      = m * ∑ p ∈ antidiagonal m, (Nat.centralBinom p.1 : ℝ) * Nat.centralBinom p.2 := by
    intro m
    have hswap : ∑ p ∈ antidiagonal m,
          (p.1 : ℝ) * ((Nat.centralBinom p.1 : ℝ) * Nat.centralBinom p.2)
        = ∑ p ∈ antidiagonal m,
          (p.2 : ℝ) * ((Nat.centralBinom p.1 : ℝ) * Nat.centralBinom p.2) := by
      refine Finset.sum_equiv (Equiv.prodComm ℕ ℕ) ?_ ?_
      · intro p
        simp only [HasAntidiagonal.mem_antidiagonal, Equiv.prodComm_apply,
          Prod.fst_swap, Prod.snd_swap]
        omega
      · intro p _
        simp only [Equiv.prodComm_apply, Prod.fst_swap, Prod.snd_swap]
        ring
    have hsum : ∑ p ∈ antidiagonal m,
          (p.1 : ℝ) * ((Nat.centralBinom p.1 : ℝ) * Nat.centralBinom p.2)
        + ∑ p ∈ antidiagonal m,
          (p.2 : ℝ) * ((Nat.centralBinom p.1 : ℝ) * Nat.centralBinom p.2)
        = m * ∑ p ∈ antidiagonal m,
          (Nat.centralBinom p.1 : ℝ) * Nat.centralBinom p.2 := by
      rw [← sum_add_distrib, mul_sum]
      refine sum_congr rfl fun p hp => ?_
      have h : (p.1 : ℝ) + p.2 = m := by exact_mod_cast mem_antidiagonal.mp hp
      rw [← h]
      ring
    linarith
  induction n with
  | zero => simp
  | succ n ih =>
    -- the recurrence (k+1) C(2k+2,k+1) = 2(2k+1) C(2k,k) lowers the order by one
    have shift : ∑ p ∈ antidiagonal (n + 1),
          (p.1 : ℝ) * ((Nat.centralBinom p.1 : ℝ) * Nat.centralBinom p.2)
        = 4 * ∑ p ∈ antidiagonal n,
            (p.1 : ℝ) * ((Nat.centralBinom p.1 : ℝ) * Nat.centralBinom p.2)
          + 2 * ∑ p ∈ antidiagonal n,
            (Nat.centralBinom p.1 : ℝ) * Nat.centralBinom p.2 := by
      rw [Finset.Nat.sum_antidiagonal_succ, mul_sum, mul_sum, ← sum_add_distrib]
      simp only [Nat.cast_zero, zero_mul, zero_add]
      refine sum_congr rfl fun p _ => ?_
      have h : ((p.1 : ℝ) + 1) * Nat.centralBinom (p.1 + 1)
          = 2 * (2 * p.1 + 1) * Nat.centralBinom p.1 := by
        exact_mod_cast Nat.succ_mul_centralBinom_succ p.1
      push_cast
      linear_combination (Nat.centralBinom p.2 : ℝ) * h
    have h1 := sym (n + 1)
    have h2 := sym n
    rw [shift, ih] at h1
    rw [ih] at h2
    push_cast at h1
    have hn : (n : ℝ) + 1 ≠ 0 := by positivity
    apply mul_left_cancel₀ hn
    rw [pow_succ]
    linear_combination 4 * h2 - h1

/-- The central binomial coefficient `C(2k,k)` is at most `4^k`. -/
theorem centralBinom_le_four_pow (k : ℕ) : (Nat.centralBinom k : ℝ) ≤ 4 ^ k := by
  rw [← centralBinom_convolution k]
  have h := Finset.single_le_sum
    (f := fun p : ℕ × ℕ => (Nat.centralBinom p.1 : ℝ) * Nat.centralBinom p.2)
    (s := antidiagonal k)
    (fun p _ => mul_nonneg (Nat.cast_nonneg _) (Nat.cast_nonneg _))
    (show (0, k) ∈ antidiagonal k by simp)
  simpa using h

/-- For `0 ≤ y < 1/4` the series of `C(2k,k) y^k` converges to `1/√(1 - 4y)`. -/
theorem hasSum_centralBinom {y : ℝ} (hy : 0 ≤ y) (hy' : y < 1 / 4) :
    HasSum (fun k : ℕ => (Nat.centralBinom k : ℝ) * y ^ k) (1 / √(1 - 4 * y)) := by
  have q0 : 0 ≤ 4 * y := by linarith
  have q1 : 4 * y < 1 := by linarith
  have hs : Summable (fun k : ℕ => (Nat.centralBinom k : ℝ) * y ^ k) := by
    refine Summable.of_nonneg_of_le (fun k => by positivity) (fun k => ?_)
      (summable_geometric_of_lt_one q0 q1)
    rw [mul_pow]
    exact mul_le_mul_of_nonneg_right (centralBinom_le_four_pow k) (pow_nonneg hy k)
  -- the Cauchy square of the series is the geometric series in 4y
  have hsq : (∑' k : ℕ, (Nat.centralBinom k : ℝ) * y ^ k)
      * (∑' k : ℕ, (Nat.centralBinom k : ℝ) * y ^ k) = (1 - 4 * y)⁻¹ := by
    rw [tsum_mul_tsum_eq_tsum_sum_antidiagonal_of_summable_norm
      (summable_norm_iff.mpr hs) (summable_norm_iff.mpr hs),
      ← tsum_geometric_of_lt_one q0 q1]
    refine tsum_congr fun n => ?_
    rw [mul_pow, ← centralBinom_convolution n, sum_mul]
    refine sum_congr rfl fun p hp => ?_
    rw [← mem_antidiagonal.mp hp, pow_add]
    ring
  have hpos : 0 ≤ ∑' k : ℕ, (Nat.centralBinom k : ℝ) * y ^ k :=
    tsum_nonneg fun k => by positivity
  have hval : ∑' k : ℕ, (Nat.centralBinom k : ℝ) * y ^ k = 1 / √(1 - 4 * y) := by
    rw [one_div, ← Real.sqrt_inv, ← hsq, Real.sqrt_mul_self hpos]
  rw [← hval]
  exact hs.hasSum

end

end HasSumCentralBinom
```

Compiling this gives:

```
Main.lean:94:7: error: (deterministic) timeout at `whnf`, maximum number of heartbeats (200000) has been reached

Note: Use `set_option maxHeartbeats <num>` to set the limit.

Hint: Additional diagnostic information may be available using the `set_option diagnostics true` command.
Main.lean:80:0: error: (deterministic) timeout at `whnf`, maximum number of heartbeats (200000) has been reached

Note: Use `set_option maxHeartbeats <num>` to set the limit.

Hint: Additional diagnostic information may be available using the `set_option diagnostics true` command.
```

Both messages are timeouts: Lean used up its 200000 heartbeats while reducing terms with `whnf`. The first points to the first `summable_norm_iff.mpr hs` inside the `rw`, the second to the start of the whole declaration; neither says that a statement is false.

At that point the Cauchy product lemma had been given neither its two series nor their ring. Lean had to find these, and match the norm structures of the two lemmas, while elaborating the summability argument, and this did not finish within the limit.

The repair proves the product formula first, as `cauchy`, for any summable real sequence `f`. There `f` and `g` are given explicitly, and the summability of the norms is a separate fact `hn` of known type, obtained from `hf.abs` without `summable_norm_iff`. In `hsq`, `cauchy _ hs` takes its sequence from `hs`, and `.trans` replaces the rewrite with the product lemma. The geometric series rewrite is kept.

Writing `HasAntidiagonal.mem_antidiagonal` in full is mere tidying: the short name still serves in the first theorem.

The repair, with which the file compiles:

```diff
@@ -88,14 +88,19 @@
     rw [mul_pow]
     exact mul_le_mul_of_nonneg_right (centralBinom_le_four_pow k) (pow_nonneg hy k)
+  have cauchy : ∀ f : ℕ → ℝ, Summable f →
+      (∑' n, f n) * (∑' n, f n) = ∑' n, ∑ p ∈ antidiagonal n, f p.1 * f p.2 := by
+    intro f hf
+    have hn : Summable (fun n => ‖f n‖) := by
+      simpa only [Real.norm_eq_abs] using hf.abs
+    exact tsum_mul_tsum_eq_tsum_sum_antidiagonal_of_summable_norm (f := f) (g := f) hn hn
   -- the Cauchy square of the series is the geometric series in 4y
   have hsq : (∑' k : ℕ, (Nat.centralBinom k : ℝ) * y ^ k)
       * (∑' k : ℕ, (Nat.centralBinom k : ℝ) * y ^ k) = (1 - 4 * y)⁻¹ := by
-    rw [tsum_mul_tsum_eq_tsum_sum_antidiagonal_of_summable_norm
-      (summable_norm_iff.mpr hs) (summable_norm_iff.mpr hs),
-      ← tsum_geometric_of_lt_one q0 q1]
+    refine (cauchy _ hs).trans ?_
+    rw [← tsum_geometric_of_lt_one q0 q1]
     refine tsum_congr fun n => ?_
     rw [mul_pow, ← centralBinom_convolution n, sum_mul]
     refine sum_congr rfl fun p hp => ?_
-    rw [← mem_antidiagonal.mp hp, pow_add]
+    rw [← HasAntidiagonal.mem_antidiagonal.mp hp, pow_add]
     ring
   have hpos : 0 ≤ ∑' k : ℕ, (Nat.centralBinom k : ℝ) * y ^ k :=
```
